# Schrieffer–Wolff coefficients as nested commutators, up to the cutoff of the exponential series

The expansion parameter $x$ is treated here as a polynomial indeterminate, not as a number. The operators live in an algebra $A$ over the rationals, the transformed Hamiltonian lives in $A[x]$, and "the term of order $n$" means the coefficient of $x^n$. This $x$ commutes with every operator, and no question of convergence arises. Rational scalars suffice because only factorials are divided by; complex matrices are included.

The Hamiltonian is $H_0+xV$, and the transformation is generated by $xS$, with $S$ independent of $x$. If $H_0$ is block-diagonal, $V$ and $S$ are block-off-diagonal and $[S,H_0]=-V$, this is the first-order Schrieffer–Wolff generator. The theorems do not assume the block structure, and they state the equation where they need it. The full method adds terms of higher order in $x$ to the generator, to remove the block-off-diagonal parts that reappear at higher orders; that is not done here, and the coefficients below belong to the generator $xS$ alone. Neither Hermiticity of $H_0$ and $V$ nor anti-Hermiticity of $S$ is assumed.

```lean
import Mathlib

open Polynomial

namespace SchriefferWolffSeries

noncomputable section

variable {A : Type*} [Ring A]
```

The commutator is $[a,b]=ab-ba$, written `comm a b`.

```lean
/-- The commutator `[a, b] = ab - ba`. -/
def comm (a b : A) : A := a * b - b * a
```

Write $K_n(B)$ for the result of applying $[S,\cdot\,]$ to $B$ exactly $n$ times, so that $K_0(B)=B$. In Lean this is `nested S B n`.

```lean
/-- The `n`-fold nested commutator `[S, [S, ... [S, B]]]`. -/
def nested (S B : A) (n : ℕ) : A := (comm S)^[n] B
```

## (a) Taking off the outermost commutator

Show that
$$K_{n+1}(B)=[S,K_n(B)].$$

**Solution.** Both sides apply the same map $n+1$ times to $B$. Lean's iterate is defined by applying the first step inside, and the library lemma moves that step to the outside.

```lean
/-- One more nesting is one more commutator with `S` from outside. -/
theorem nested_succ (S B : A) (n : ℕ) :
    nested S B (n + 1) = comm S (nested S B n) :=
  Function.iterate_succ_apply' (comm S) n B
```

## (b) Trading $H_0$ for $V$

Suppose that $[S,H_0]=-V$. This generator equation says that the rotation of $H_0$ cancels the coupling to first order. In an eigenbasis of $H_0$ it forces $V$ to have no matrix elements between states of equal energy, so a perturbation with a diagonal part is not covered. Show that
$$K_{n+1}(H_0)=-K_n(V).$$

**Solution.** For $n=0$ this is the hypothesis. If it holds for $n$, then by (a)
$$K_{n+2}(H_0)=[S,-K_n(V)]=-[S,K_n(V)]=-K_{n+1}(V).$$
The Lean induction is the same, with `noncomm_ring` pulling out the sign.

```lean
/-- If `[S, H0] = -V`, then nested commutators of `S` with `H0` are, up to sign,
nested commutators with `V` of one order less. -/
theorem nested_generator {S H0 V : A} (hS : comm S H0 = -V) (n : ℕ) :
    nested S H0 (n + 1) = -nested S V n := by
  induction n with
  | zero => exact hS
  | succ n ih =>
    rw [nested_succ, ih, nested_succ]
    unfold comm
    noncomm_ring
```

## The truncated exponential and the rotated Hamiltonian

For a cutoff $N$, let
$$p_N(x)=\sum_{k=0}^{N}\frac{x^k S^k}{k!}.$$
This is `truncExp N S`. Since $(-x)^kS^k=x^k(-S)^k$, the factor $p_N(-x)$ is `truncExp N (-S)`.

```lean
variable [Algebra ℚ A]

/-- The exponential series of `xS` in the central variable `x`, cut off after order `N`. -/
def truncExp (N : ℕ) (S : A) : A[X] :=
  ∑ k ∈ Finset.range (N + 1), monomial k ((1 / (k.factorial : ℚ)) • S ^ k)
```

The object of study is $p_N(x)(H_0+xV)p_N(-x)$. It can also have terms above order $N$, which the cutoff may affect; the theorems below say nothing about them.

```lean
/-- The Hamiltonian `H0 + xV` multiplied by the truncated exponential of `xS` from the left
and by that of `-xS` from the right. -/
def rotated (N : ℕ) (S H0 V : A) : A[X] :=
  truncExp N S * (C H0 + C V * X) * truncExp N (-S)
```

## (c) Binomial form of the nested commutator

Show that
$$K_n(B)=\sum_{i=0}^{n}\binom{n}{i}S^iB(-S)^{n-i}.$$

**Solution.** Let $L(B)=SB$ and $R(B)=B(-S)$. Then $[S,B]=(L+R)(B)$. Associativity gives $LR(B)=SB(-S)=RL(B)$, so the binomial theorem applies to $(L+R)^n$, and $L^iR^{n-i}(B)=S^iB(-S)^{n-i}$.

In the proof, `h` identifies $K_n$ with $(L+R)^n$, `hLR` is the commutation, and `hcomm.add_pow` is the binomial theorem.

```lean
/-- The binomial expansion of the nested commutator into products with `S` on the left
and `-S` on the right. -/
theorem nested_eq_sum (S B : A) (n : ℕ) :
    nested S B n = ∑ i ∈ Finset.range (n + 1),
      n.choose i • (S ^ i * B * (-S) ^ (n - i)) := by
  -- the commutator is a sum of two commuting linear maps
  have h : ∀ m, nested S B m =
      ((LinearMap.mulLeft ℚ S + LinearMap.mulRight ℚ (-S)) ^ m) B := by
    intro m
    induction m with
    | zero => simp [nested]
    | succ m ih =>
      rw [pow_succ', Module.End.mul_apply, ← ih, nested_succ]
      simp [comm, sub_eq_add_neg]
  have hLR : LinearMap.mulLeft ℚ S * LinearMap.mulRight ℚ (-S) =
      LinearMap.mulRight ℚ (-S) * LinearMap.mulLeft ℚ S :=
    LinearMap.ext fun B => (mul_assoc S B (-S)).symm
  have hcomm : Commute (LinearMap.mulLeft ℚ S) (LinearMap.mulRight ℚ (-S)) := hLR
  rw [h, hcomm.add_pow n, LinearMap.sum_apply]
  refine Finset.sum_congr rfl fun i _ => ?_
  rw [← nsmul_eq_mul', LinearMap.smul_apply, Module.End.mul_apply, LinearMap.pow_mulLeft,
    LinearMap.pow_mulRight, LinearMap.mulLeft_apply, LinearMap.mulRight_apply, ← mul_assoc]
```

## (d) Transforming a single operator

For $n\le N$, show that the coefficient of $x^n$ in $p_N(x)\,B\,p_N(-x)$ is
$$\frac{1}{n!}K_n(B).$$

**Solution.** Collecting powers of $x$ gives
$$\sum_{i+j=n}\frac{S^iB(-S)^j}{i!\,j!}=\frac1{n!}\sum_{i=0}^n\binom ni S^iB(-S)^{n-i},$$
which is $K_n(B)/n!$ by (c). No term is missing, because $i,j\le n\le N$.

The auxiliary `hc` reads off the coefficients of $p_N$. The last lines check $1/(i!\,j!)=\binom{i+j}{i}/(i+j)!$.

```lean
/-- Up to the truncation order, the coefficient of `x^n` in the transformed operator `B`
is its `n`-fold nested commutator with `S` divided by `n!`. -/
theorem conj_coeff (S B : A) {N n : ℕ} (hn : n ≤ N) :
    (truncExp N S * C B * truncExp N (-S)).coeff n =
      (1 / (n.factorial : ℚ)) • nested S B n := by
  have hc : ∀ (T : A) (k : ℕ), k ≤ N →
      (truncExp N T).coeff k = (1 / (k.factorial : ℚ)) • T ^ k := by
    intro T k hk
    unfold truncExp
    rw [finsetSum_coeff]
    simp only [coeff_monomial]
    rw [Finset.sum_ite_eq', if_pos (Finset.mem_range.mpr (by omega))]
  rw [coeff_mul, Finset.Nat.sum_antidiagonal_eq_sum_range_succ_mk, nested_eq_sum,
    Finset.smul_sum]
  refine Finset.sum_congr rfl fun i hi => ?_
  have hin : i ≤ n := by
    have := Finset.mem_range.mp hi
    omega
  obtain ⟨j, rfl⟩ := Nat.exists_eq_add_of_le hin
  simp only [Nat.add_sub_cancel_left]
  rw [coeff_mul_C, hc S i (by omega), hc (-S) j (by omega)]
  simp only [smul_mul_assoc, mul_smul_comm, ← Nat.cast_smul_eq_nsmul ℚ, smul_smul]
  congr 1
  -- the factorials combine to a binomial coefficient
  have h : ((i + j).choose i : ℚ) * j.factorial * i.factorial = (i + j).factorial := by
    have h0 := Nat.add_choose_mul_factorial_mul_factorial j i
    rw [add_comm j i] at h0
    exact_mod_cast h0
  have hi : (i.factorial : ℚ) ≠ 0 := by exact_mod_cast i.factorial_ne_zero
  have hj : (j.factorial : ℚ) ≠ 0 := by exact_mod_cast j.factorial_ne_zero
  have hs : ((i + j).factorial : ℚ) ≠ 0 := by exact_mod_cast (i + j).factorial_ne_zero
  field_simp
  linarith
```

## (e) Two contributions at each order

For any $S$ and $n+1\le N$, show that the coefficient of $x^{n+1}$ in the rotated Hamiltonian is
$$\frac{1}{(n+1)!}K_{n+1}(H_0)+\frac1{n!}K_n(V).$$

**Solution.** Split the product into its $H_0$ and $V$ parts. Part (d) gives the first term directly. In the second part $x$ moves through to the right (`hX`), so order $n+1$ there is order $n$ of $p_N(x)\,V\,p_N(-x)$.

```lean
/-- For any `S`, the coefficient of order `n + 1 ≤ N` in the rotated Hamiltonian is the `(n +
1)`-fold nested commutator with `H0` divided by `(n + 1)!` plus the `n`-fold nested commutator with
`V` divided by `n!`. -/
theorem rotated_coeff (S H0 V : A) {N n : ℕ} (hn : n + 1 ≤ N) :
    (rotated N S H0 V).coeff (n + 1) =
      (1 / ((n + 1).factorial : ℚ)) • nested S H0 (n + 1) +
        (1 / (n.factorial : ℚ)) • nested S V n := by
  -- the central variable moves through to the right
  have hX : truncExp N S * (C V * X) * truncExp N (-S) =
      truncExp N S * C V * truncExp N (-S) * X := by
    calc _ = truncExp N S * C V * (X * truncExp N (-S)) := by simp only [mul_assoc]
      _ = _ := by rw [X_mul]; simp only [mul_assoc]
  rw [rotated, mul_add, add_mul, hX, coeff_add, coeff_mul_X, conj_coeff S H0 hn,
    conj_coeff S V (by omega)]
```

## (f) When the linear coupling disappears

For $N\ge1$, show that the first-order coefficient vanishes if and only if
$$[S,H_0]=-V.$$

**Solution.** Put $n=0$ in (e): the coefficient is $[S,H_0]+V$.

The smallest case can be multiplied out directly. For $N=1$,
$$(1+xS)(H_0+xV)(1-xS)=H_0+x\big([S,H_0]+V\big)+x^2\big([S,V]-SH_0S\big)-x^3SVS.$$
The linear term is already right, while the quadratic one still carries the cutoff.

```lean
/-- For a cutoff `N ≥ 1`, the first-order coefficient of the rotated Hamiltonian vanishes exactly
when `[S, H0] = -V`. -/
theorem first_order_vanishes_iff (S H0 V : A) {N : ℕ} (hN : 1 ≤ N) :
    (rotated N S H0 V).coeff 1 = 0 ↔ comm S H0 = -V := by
  have h : (rotated N S H0 V).coeff 1 = comm S H0 + V := by
    refine (rotated_coeff S H0 V (n := 0) hN).trans ?_
    simp [nested]
  rw [h, add_eq_zero_iff_eq_neg]
```

## (g) The general order

Let $[S,H_0]=-V$ and $n+1\le N$. Show that the coefficient of $x^{n+1}$ is
$$\frac{n}{(n+1)!}K_n(V).$$

**Solution.** Insert (b) into (e). The prefactor becomes
$$\frac1{n!}-\frac1{(n+1)!}=\frac{(n+1)-1}{(n+1)!}=\frac n{(n+1)!}.$$
This is `hf`, with one term moved across.

```lean
/-- If `[S, H0] = -V` and `n + 1 ≤ N`, the coefficient of order `n + 1` in the rotated Hamiltonian
is `n / (n + 1)!` times the `n`-fold nested commutator of `S` with `V`. -/
theorem schrieffer_wolff_coeff {S H0 V : A} (hS : comm S H0 = -V) {N n : ℕ}
    (hn : n + 1 ≤ N) :
    (rotated N S H0 V).coeff (n + 1) =
      ((n : ℚ) / ((n + 1).factorial : ℚ)) • nested S V n := by
  have hf : 1 / (n.factorial : ℚ) =
      (n : ℚ) / ((n + 1).factorial : ℚ) + 1 / ((n + 1).factorial : ℚ) := by
    have h0 : (n.factorial : ℚ) ≠ 0 := by exact_mod_cast n.factorial_ne_zero
    have h1 : (n : ℚ) + 1 ≠ 0 := by positivity
    rw [Nat.factorial_succ, ← add_div]
    push_cast
    field_simp
  rw [rotated_coeff S H0 V hn, nested_generator hS, hf, add_smul, smul_neg]
  abel
```

## (h) The cubic truncation

Let $N=3$ and $[S,H_0]=-V$. Show that the coefficients at orders zero to three are
$$H_0,\qquad 0,\qquad \tfrac12[S,V],\qquad \tfrac13[S,[S,V]].$$

**Solution.** At order zero only the constant terms contribute: $1\cdot H_0\cdot1$. Order one is (f). Orders two and three are (g) with $n=1$ and $n=2$, where $1/2!=1/2$ and $2/3!=1/3$.

```lean
/-- With the cubic truncation and `[S, H0] = -V`, the rotated Hamiltonian has the terms
`H0`, `0`, `[S, V]/2` and `[S, [S, V]]/3` at orders zero to three. -/
theorem schrieffer_wolff_cubic {S H0 V : A} (hS : comm S H0 = -V) :
    (rotated 3 S H0 V).coeff 0 = H0 ∧
    (rotated 3 S H0 V).coeff 1 = 0 ∧
    (rotated 3 S H0 V).coeff 2 = (1 / 2 : ℚ) • comm S V ∧
    (rotated 3 S H0 V).coeff 3 = (1 / 3 : ℚ) • comm S (comm S V) := by
  refine ⟨?_, (first_order_vanishes_iff S H0 V (by norm_num)).mpr hS, ?_, ?_⟩
  · simp [rotated, truncExp, mul_coeff_zero, Finset.sum_range_succ,
      coeff_monomial]
  · refine (schrieffer_wolff_coeff hS (n := 1) (by norm_num)).trans ?_
    have e : ((1 : ℕ) : ℚ) / ((1 + 1).factorial : ℚ) = 1 / 2 := by
      norm_num [Nat.factorial]
    rw [e]
    rfl
  · refine (schrieffer_wolff_coeff hS (n := 2) (by norm_num)).trans ?_
    have e : ((2 : ℕ) : ℚ) / ((2 + 1).factorial : ℚ) = 1 / 3 := by
      norm_num [Nat.factorial]
    rw [e]
    rfl
```

## (i) Two levels with a gap

For rational $t$ and $U\neq0$, take
$$H_0=\begin{pmatrix}0&0\\0&U\end{pmatrix},\quad V=\begin{pmatrix}0&-2t\\-2t&0\end{pmatrix},\quad S=\begin{pmatrix}0&2t/U\\-2t/U&0\end{pmatrix}.$$
Show that $[S,H_0]=-V$ and that the second-order coefficient is
$$\begin{pmatrix}-4t^2/U&0\\0&4t^2/U\end{pmatrix}.$$

**Solution.** Here $H_0S$ has the single entry $-2t$ at lower left and $SH_0$ the single entry $2t$ at upper right, so
$$[S,H_0]=\begin{pmatrix}0&2t\\2t&0\end{pmatrix}=-V.$$
Next, $SV=\mathrm{diag}(-4t^2/U,\,4t^2/U)$ and $VS=-SV$. Hence $\tfrac12[S,V]=SV$, as required. Lean compares the matrices entry by entry.

For $t=1$, $U=8$ the correction is $\mathrm{diag}(-\tfrac12,\tfrac12)$. At $x=1$ the second-order levels are $-0.5$ and $8.5$; the exact eigenvalues $4\pm\sqrt{20}$ are about $-0.472$ and $8.472$.

In the half-filled two-site Hubbard model with hopping $t$ and on-site repulsion $U>0$, $H_0$ and $V$ describe, with suitable phases, the covalent singlet and the one ionic singlet that couples to it, and $-4t^2/U$ is the familiar exchange lowering; the theorem starts from the $2\times2$ matrices and does not derive them from that model.

```lean
/-- For `U ≠ 0`, two levels at energies `0` and `U` with coupling `-2t` satisfy the generator
equation for an explicit `S`, and with the cubic truncation the second-order coefficient of the
rotated Hamiltonian is `diag(-4t²/U, 4t²/U)`. -/
theorem schrieffer_wolff_witness (t U : ℚ) (hU : U ≠ 0) :
    let H0 : Matrix (Fin 2) (Fin 2) ℚ := !![0, 0; 0, U]
    let V : Matrix (Fin 2) (Fin 2) ℚ := !![0, -2 * t; -2 * t, 0]
    let S : Matrix (Fin 2) (Fin 2) ℚ := !![0, 2 * t / U; -2 * t / U, 0]
    comm S H0 = -V ∧
      (rotated 3 S H0 V).coeff 2 = !![-4 * t ^ 2 / U, 0; 0, 4 * t ^ 2 / U] := by
  intro H0 V S
  have hS : comm S H0 = -V := by
    ext i j
    fin_cases i <;> fin_cases j <;>
      simp [comm, S, H0, V] <;> field_simp
  refine ⟨hS, ?_⟩
  rw [(schrieffer_wolff_cubic hS).2.2.1]
  ext i j
  fin_cases i <;> fin_cases j <;>
    simp [comm, S, V] <;> ring

end

end SchriefferWolffSeries
```

```lean
#print axioms SchriefferWolffSeries.schrieffer_wolff_coeff
-- 'SchriefferWolffSeries.schrieffer_wolff_coeff' depends on axioms: [propext, Classical.choice, Quot.sound]
#print axioms SchriefferWolffSeries.schrieffer_wolff_cubic
-- 'SchriefferWolffSeries.schrieffer_wolff_cubic' depends on axioms: [propext, Classical.choice, Quot.sound]
```
